# With fixed exchange coefficients, the energy derivative at a stationary unit orbital is c·H′c

## Where does the change of the exchange operator go?

When an external parameter t changes, the total energy of a one-orbital model with exact exchange is supposed to change, at the converged orbital c, at the rate c·H′c, where H is the one-electron matrix and H′ its derivative. I accept this for an eigenvector of an ordinary linear Hamiltonian. With exchange, though, the effective operator is itself built from c. If t changes, c relaxes, and then the exchange operator changes too. Why does neither change show up in the slope, and what exactly must "converged" mean for that to be true?

## Both changes sit in one term, and stationarity removes it

The slope is c·H′c if c(t) stays normalised, c and H are differentiable at t = 0, the exchange coefficients don't depend on t, and the energy at t = 0 is stationary at c(0) along every direction orthogonal to c(0). The relaxation of the orbital and the resulting change of the exchange operator together form the first variation of the energy along c′. Normalisation makes c′ orthogonal to c, so this variation is zero.

For one real orbital v in a finite orthonormal basis, take the energy

E(t,v) = v·H(t)v − Σ Kᵢⱼₖₗ vᵢ vⱼ vₖ vₗ,

where the sum runs over all four indices. The array K holds the exchange coefficients with any prefactor included, so the letter doesn't stand for the exchange operator here. Physically, K stays fixed if neither the interaction between electrons nor the basis functions change with t, as when t is the strength of an applied electric field and the basis stays put.

### The slope by the product rule

Let c and c′ denote the values at t = 0. The one-electron term has the derivative

c·H′c + c′·Hc + c·Hc′.

In the quartic term each of the four factors is differentiated in turn, which gives

−Σ Kᵢⱼₖₗ (c′ᵢ cⱼ cₖ cₗ + cᵢ c′ⱼ cₖ cₗ + cᵢ cⱼ c′ₖ cₗ + cᵢ cⱼ cₖ c′ₗ).

Everything that contains c′ can be collected by defining, for an orbital v and a change w,

δE(v;w) = w·Hv + v·Hw − Σ Kᵢⱼₖₗ (wᵢ vⱼ vₖ vₗ + vᵢ wⱼ vₖ vₗ + vᵢ vⱼ wₖ vₗ + vᵢ vⱼ vₖ wₗ).

The total derivative is then

dE/dt = c·H′c + δE(c;c′).

The terms you were worried about are all in δE(c;c′), including those that come from exchange.

Now hold H at its value for t = 0 and move the orbital along the straight line v + s w, where s is a real number. The same product rule, with H′ = 0 and velocity w, gives

d/ds E(0, v + s w) at s = 0 equals δE(v;w).

So stationarity at c says that δE(c;w) = 0 for every w with w·c = 0. Differentiating the normalisation c(t)·c(t) = 1 gives

2 c′·c = 0,

so c′ is one of these directions. Hence δE(c;c′) = 0 and dE/dt = c·H′c.

### Why "converged" has to mean stationary

There is also a converse. Suppose that the slope is v·H′v for every differentiable curve of unit vectors through a given unit vector v. Take any w orthogonal to v, set b = w·w/4, and consider

c(t) = ((1 − b t²) v + t w) / (1 + b t²).

The numerator has squared length

(1 − b t²)² + 4b t² = (1 + b t²)²,

so c(t) is a unit vector for every t. It starts at v with velocity w. Comparing the assumed slope with the total derivative gives δE(v;w) = 0, and since w was any orthogonal direction, v is stationary. A single curve wouldn't be enough for this: the constant curve c(t) = v gives the slope v·H′v at any v.

### Two sites with numbers

Let the two sites be numbered 0 and 1, with zero site energies, hopping −24/25, and K equal to 1 when all four indices agree and 0 otherwise. Then

E(v) = −(48/25) v₀v₁ − v₀⁴ − v₁⁴.

At the unit vector v = (3/5, 4/5) the first variation is

δE(v;w) = −(48/25)(4w₀/5 + 3w₁/5) − 4(27w₀/125 + 64w₁/125) = −4(3w₀/5 + 4w₁/5) = −4 w·v,

which vanishes for every w orthogonal to v.

Now change the hopping to −(24/25 + t). The matrix H′ has −1 in both off-diagonal places, and the formula predicts the slope

v·H′v = −2 · (3/5) · (4/5) = −24/25.

To compare this with a relaxing orbital, write v = (cos θ, sin θ), h = 24/25 + t and x = sin 2θ. The energy becomes

E = −h x − 1 + x²/2,

which is lowest at x = h as long as |h| ≤ 1. The relaxed energy is −1 − h²/2, and its slope at t = 0 is −24/25, as predicted.

At an orbital that isn't stationary the result is different. The curve c(t) = (cos t, sin t) starts at (1, 0), where c·H′c = 0, but the actual slope is −48/25, all of it from the first variation.

### What the Lean statements say

The finite type `n` labels the basis functions; it isn't a number of electrons. An orbital is a function `n → ℝ`, `⬝ᵥ` is the dot product, and `*ᵥ` applies a matrix to a vector. The definition `energy` is E, and `variation` is δE. In the theorems, `H'` and `c'` are the derivatives at t = 0, given entry by entry.

`Stationary H K v` says that the energy along `v + s • w` has derivative zero at s = 0 for every `w` orthogonal to `v`. It is a condition on actual slopes, not a postulated self-consistency equation. Minima of the energy among unit orbitals satisfy it, and so do maxima and saddle points.

The main theorem, `hellmann_feynman`, takes differentiable `H` and `c`, the normalisation `hn` for all t, and stationarity `hs` at t = 0 only. It concludes that the energy along the curve has a derivative at 0, with the value `c 0 ⬝ᵥ H' *ᵥ c 0`. `H` needn't be symmetric, and `K` needs no symmetry or sign. For K = 0 and symmetric H, the stationary unit vectors are the normalised eigenvectors, which is the case you already accept.

The theorem concerns a single real orbital. The energy E contains exchange without the Hartree repulsion. Since `K` may have any sign, that repulsion, which is also quartic in the orbital, can be absorbed into it. In Hartree–Fock theory the two cancel for one electron. For two electrons of opposite spin in the same orbital, half of the repulsion is left, and `H` is then twice the matrix for one electron. The two-site example has a net attraction instead, so it illustrates the theorem but doesn't describe electrons that repel each other. The semilocal part of a hybrid functional generally can't be absorbed into `K`. Within this one-orbital, fixed-coefficient model, the result is the reason that a first-order property such as a dipole moment needs no orbital response. The step to nuclear forces in an atom-centred basis needs more: there the basis functions move with the nuclei, so K and the overlap matrix depend on t and contribute terms of their own.

```lean
import Mathlib

open Matrix

namespace ExactExchangeForce

variable {n : Type*} [Fintype n]

/-- The energy of an orbital `v`: a one-electron term with matrix `H` minus a quartic
exchange term with coefficients `K`. -/
def energy (H : Matrix n n ℝ) (K : n → n → n → n → ℝ) (v : n → ℝ) : ℝ :=
  v ⬝ᵥ H *ᵥ v - ∑ i, ∑ j, ∑ k, ∑ l, K i j k l * (v i * v j * v k * v l)

/-- The first variation of the energy at the orbital `v` for an orbital change `w`. -/
def variation (H : Matrix n n ℝ) (K : n → n → n → n → ℝ) (v w : n → ℝ) : ℝ :=
  w ⬝ᵥ H *ᵥ v + v ⬝ᵥ H *ᵥ w -
    ∑ i, ∑ j, ∑ k, ∑ l, K i j k l *
      (w i * v j * v k * v l + v i * w j * v k * v l
        + v i * v j * w k * v l + v i * v j * v k * w l)

/-- The orbital `v` is stationary: the energy has zero slope at `v` along every direction
orthogonal to `v`. -/
def Stationary (H : Matrix n n ℝ) (K : n → n → n → n → ℝ) (v : n → ℝ) : Prop :=
  ∀ w : n → ℝ, w ⬝ᵥ v = 0 → HasDerivAt (fun s : ℝ => energy H K (v + s • w)) 0 0

/-- For `H` and `c` differentiable at `t = 0`, the total derivative of the energy there is
`c 0 ⬝ᵥ H' *ᵥ c 0` plus the response term, the first variation along `c'`. The orbital needn't be
normalised. -/
theorem total_derivative (K : n → n → n → n → ℝ) {H : ℝ → Matrix n n ℝ}
    {H' : Matrix n n ℝ} {c : ℝ → n → ℝ} {c' : n → ℝ}
    (hH : ∀ i j, HasDerivAt (fun t => H t i j) (H' i j) 0)
    (hc : ∀ i, HasDerivAt (fun t => c t i) (c' i) 0) :
    HasDerivAt (fun t => energy (H t) K (c t))
      (c 0 ⬝ᵥ H' *ᵥ c 0 + variation (H 0) K (c 0) c') 0 := by
  -- the one-electron term
  have h1 : HasDerivAt (fun t => ∑ i, c t i * ∑ j, H t i j * c t j)
      (∑ i, (c' i * ∑ j, H 0 i j * c 0 j
        + c 0 i * ∑ j, (H' i j * c 0 j + H 0 i j * c' j))) 0 :=
    HasDerivAt.fun_sum fun i _ => (hc i).fun_mul
      (HasDerivAt.fun_sum fun j _ => (hH i j).fun_mul (hc j))
  -- the quartic term
  have h2 : HasDerivAt
      (fun t => ∑ i, ∑ j, ∑ k, ∑ l, K i j k l * (c t i * c t j * c t k * c t l))
      (∑ i, ∑ j, ∑ k, ∑ l, K i j k l *
        (c' i * c 0 j * c 0 k * c 0 l + c 0 i * c' j * c 0 k * c 0 l
          + c 0 i * c 0 j * c' k * c 0 l + c 0 i * c 0 j * c 0 k * c' l)) 0 := by
    refine HasDerivAt.fun_sum fun i _ => HasDerivAt.fun_sum fun j _ =>
      HasDerivAt.fun_sum fun k _ => HasDerivAt.fun_sum fun l _ => ?_
    exact ((((hc i).fun_mul (hc j)).fun_mul (hc k)).fun_mul (hc l)).const_mul
      (K i j k l) |>.congr_deriv (by ring)
  simp only [energy, variation, dotProduct, mulVec]
  refine (h1.fun_sub h2).congr_deriv ?_
  simp only [Finset.sum_add_distrib, mul_add]
  ring

/-- The first variation is the slope of the energy at `v` along the straight line with
direction `w`. -/
theorem directional_derivative (H : Matrix n n ℝ) (K : n → n → n → n → ℝ)
    (v w : n → ℝ) :
    HasDerivAt (fun s : ℝ => energy H K (v + s • w)) (variation H K v w) 0 := by
  have hline : ∀ i, HasDerivAt (fun s : ℝ => (v + s • w) i) (w i) 0 := by
    intro i
    have h := ((hasDerivAt_id' (0 : ℝ)).mul_const (w i)).const_add (v i)
    simpa using h
  have h := total_derivative K (H := fun _ => H) (H' := 0)
    (c := fun s : ℝ => v + s • w) (c' := w)
    (fun i j => hasDerivAt_const (0 : ℝ) (H i j)) hline
  simpa using h

/-- An orbital is stationary exactly when the first variation vanishes for all orbital
changes orthogonal to it. -/
theorem stationary_iff (H : Matrix n n ℝ) (K : n → n → n → n → ℝ) (v : n → ℝ) :
    Stationary H K v ↔ ∀ w : n → ℝ, w ⬝ᵥ v = 0 → variation H K v w = 0 := by
  constructor
  · intro h w hw
    exact (directional_derivative H K v w).unique (h w hw)
  · intro h w hw
    exact (directional_derivative H K v w).congr_deriv (h w hw)

/-- The velocity of a differentiable curve of unit vectors is orthogonal to the vector. -/
theorem velocity_orthogonal {c : ℝ → n → ℝ} {c' : n → ℝ}
    (hn : ∀ t, c t ⬝ᵥ c t = 1)
    (hc : ∀ i, HasDerivAt (fun t => c t i) (c' i) 0) : c' ⬝ᵥ c 0 = 0 := by
  have h : HasDerivAt (fun t => ∑ i, c t i * c t i)
      (∑ i, (c' i * c 0 i + c 0 i * c' i)) 0 :=
    HasDerivAt.fun_sum fun i _ => (hc i).fun_mul (hc i)
  have h1 : (fun t => ∑ i, c t i * c t i) = fun _ => (1 : ℝ) := funext hn
  rw [h1] at h
  have h2 := h.unique (hasDerivAt_const (0 : ℝ) (1 : ℝ))
  have h3 : ∑ i, (c' i * c 0 i + c 0 i * c' i) = 2 * (c' ⬝ᵥ c 0) := by
    simp only [dotProduct, Finset.mul_sum]
    exact Finset.sum_congr rfl fun i _ => by ring
  linarith

/-- Hellmann-Feynman theorem with exchange: for differentiable `H` and differentiable unit
orbitals `c`, stationary at `t = 0`, the energy derivative there is the expectation value
of `H'`. -/
theorem hellmann_feynman (K : n → n → n → n → ℝ) {H : ℝ → Matrix n n ℝ}
    {H' : Matrix n n ℝ} {c : ℝ → n → ℝ} {c' : n → ℝ}
    (hH : ∀ i j, HasDerivAt (fun t => H t i j) (H' i j) 0)
    (hc : ∀ i, HasDerivAt (fun t => c t i) (c' i) 0)
    (hn : ∀ t, c t ⬝ᵥ c t = 1) (hs : Stationary (H 0) K (c 0)) :
    HasDerivAt (fun t => energy (H t) K (c t)) (c 0 ⬝ᵥ H' *ᵥ c 0) 0 := by
  -- the response term vanishes because the velocity is an allowed variation
  have h0 := (stationary_iff _ _ _).1 hs c' (velocity_orthogonal hn hc)
  exact (total_derivative K hH hc).congr_deriv (by rw [h0, add_zero])

/-- Converse: if, for a differentiable `H`, the energy derivative is the expectation value
of `H'` along every differentiable curve of unit vectors through the unit vector `v`, then
`v` is stationary. -/
theorem stationary_of_hellmann_feynman (K : n → n → n → n → ℝ)
    {H : ℝ → Matrix n n ℝ} {H' : Matrix n n ℝ} {v : n → ℝ}
    (hH : ∀ i j, HasDerivAt (fun t => H t i j) (H' i j) 0) (hv : v ⬝ᵥ v = 1)
    (h : ∀ (c : ℝ → n → ℝ) (c' : n → ℝ), (∀ t, c t ⬝ᵥ c t = 1) → c 0 = v →
      (∀ i, HasDerivAt (fun t => c t i) (c' i) 0) →
      HasDerivAt (fun t => energy (H t) K (c t)) (v ⬝ᵥ H' *ᵥ v) 0) :
    Stationary (H 0) K v := by
  rw [stationary_iff]
  intro w hw
  have hw' : v ⬝ᵥ w = 0 := by rw [dotProduct_comm, hw]
  have hpos : 0 ≤ w ⬝ᵥ w := Finset.sum_nonneg fun i _ => mul_self_nonneg (w i)
  obtain ⟨b, hb, hww⟩ : ∃ b : ℝ, 0 ≤ b ∧ w ⬝ᵥ w = 4 * b :=
    ⟨w ⬝ᵥ w / 4, by positivity, by ring⟩
  -- a rational curve on the unit sphere through v with velocity w
  obtain ⟨c, hcd⟩ : ∃ c : ℝ → n → ℝ, ∀ t, c t =
      (1 + b * t ^ 2)⁻¹ • ((1 - b * t ^ 2) • v + t • w) := ⟨_, fun _ => rfl⟩
  have hc0 : c 0 = v := by simp [hcd]
  have hn : ∀ t, c t ⬝ᵥ c t = 1 := by
    intro t
    have hne : 1 + b * t ^ 2 ≠ 0 := by positivity
    simp only [hcd, smul_dotProduct, dotProduct_smul, add_dotProduct, dotProduct_add,
      smul_eq_mul, hv, hw, hw', hww]
    field_simp
    ring
  have hc : ∀ i, HasDerivAt (fun t => c t i) (w i) 0 := by
    intro i
    have e : (fun t => c t i) =
        fun t => ((1 - b * t ^ 2) * v i + t * w i) / (1 + b * t ^ 2) := by
      funext t
      simp only [hcd, Pi.smul_apply, Pi.add_apply, smul_eq_mul]
      ring
    have hq : HasDerivAt (fun t : ℝ => b * t ^ 2) 0 0 :=
      ((hasDerivAt_pow 2 (0 : ℝ)).const_mul b).congr_deriv (by simp)
    rw [e]
    exact ((((hq.const_sub 1).mul_const (v i)).fun_add
      ((hasDerivAt_id' (0 : ℝ)).mul_const (w i))).fun_div
      (hq.const_add 1) (by simp)).congr_deriv (by simp)
  -- compare the assumed derivative with the total derivative
  have h1 := (total_derivative K hH hc).unique (h c w hn hc0 hc)
  rw [hc0] at h1
  linarith

/-- A two-site model with hopping `-24/25` and an on-site quartic term has the stationary
unit vector `(3/5, 4/5)`. -/
theorem stationary_witness :
    (![3/5, 4/5] : Fin 2 → ℝ) ⬝ᵥ ![3/5, 4/5] = 1 ∧
    Stationary !![0, -24/25; -24/25, 0]
      (fun i j k l : Fin 2 => if i = j ∧ j = k ∧ k = l then 1 else 0)
      ![3/5, 4/5] := by
  constructor
  · norm_num [dotProduct, Fin.sum_univ_two]
  · rw [stationary_iff]
    intro w hw
    have hw' : w 0 * (3/5) + w 1 * (4/5) = 0 := by
      simpa [dotProduct, Fin.sum_univ_two] using hw
    simp [variation, dotProduct, mulVec, Fin.sum_univ_two]
    linarith

end ExactExchangeForce
```

```lean
#print axioms ExactExchangeForce.hellmann_feynman
#print axioms ExactExchangeForce.stationary_of_hellmann_feynman
```

```
'ExactExchangeForce.hellmann_feynman' depends on axioms: [propext, Classical.choice, Quot.sound]
'ExactExchangeForce.stationary_of_hellmann_feynman' depends on axioms: [propext, Classical.choice, Quot.sound]
```

### From the product rule to the two theorems

`total_derivative` is the product-rule calculation. Its step `h1` differentiates the one-electron double sum, and `h2` differentiates the quartic sum factor by factor. The derivative rules for sums and products supply the terms, and `ring` puts them into the order used in `variation`. No normalisation or stationarity is used at this stage.

`directional_derivative` applies that theorem to a constant matrix and the straight line through `v`, just as in the derivation above. `stationary_iff` then translates between slopes and the first variation. In one direction it uses the fact that a function has at most one derivative at a point: the slope is `variation H K v w` by calculation and zero by assumption, so the two agree. The other direction substitutes the zero value.

`velocity_orthogonal` differentiates the sum of squares twice over, once by the product rule and once as the constant 1. Uniqueness of the derivative gives 2 c′·c = 0, and `linarith` removes the factor 2.

The proof of `hellmann_feynman` is therefore short. The velocity is orthogonal to the orbital, so `stationary_iff` makes its first variation zero; this is `h0`. Putting `h0` into the total derivative leaves the expectation value of `H'`.

`stationary_of_hellmann_feynman` proves the converse with the rational curve. The number `b` is introduced together with the equation `w ⬝ᵥ w = 4 * b`. Since `b` is nonnegative, the denominator is never zero. `field_simp` and `ring` then verify the unit length, and the quotient rule gives the velocity `w` at t = 0. The last lines equate the assumed slope with the one from `total_derivative` and cancel the common term `v ⬝ᵥ H' *ᵥ v`.

`stationary_witness` checks the two-site vector. Its first part is the normalisation 9/25 + 16/25 = 1. In the second, the first variation reduces to a linear expression in `w 0` and `w 1`, and `linarith` recognises it as a multiple of the orthogonality condition, the factor being the −4 found above.
